# Collective and single-particle Bloch phases of a nonzero wave function obey $e^{in\phi}=e^{i\sum_j\theta_j}$

A: Let $\psi$ be a nonzero wave function of $N$ particles, numbered $j=0,\dots,N-1$. Suppose it gains $e^{i\theta_j}$ when particle $j$ alone moves by $L=na$, with $n$ a natural number, and $e^{i\phi}$ when all particles move by $a$. Then $e^{in\phi}=e^{i\sum_j\theta_j}$, which for equal twists $\theta$ reads $e^{in\phi}=e^{iN\theta}$.

Q: How do you derive that by hand?

A: Write $x$ for a configuration. Repeating the collective shift $n$ times gives

$$\psi(x_0+na,\dots,x_{N-1}+na)=e^{in\phi}\,\psi(x).$$

Moving the particles one after another by $L=na$ leads to the same configuration, and each move contributes its own twist:

$$\psi(x_0+L,\dots,x_{N-1}+L)=e^{i\sum_j\theta_j}\,\psi(x).$$

Choose $x$ with $\psi(x)\neq0$, equate the right-hand sides and cancel $\psi(x)$.

Q: What does the code take a wave function to be?

A: Any function `ψ : (Fin N → V) → ℂ`, where `V` is a commutative group of positions, such as $\mathbb R$ or $\mathbb R^3$. No Hamiltonian, normalisation or exchange symmetry is assumed, and there are no spin variables. Angles are real and enter through $e^{it}$.

In Lean 4 with Mathlib:

```lean
import Mathlib

open Finset

namespace ManyBodyBlochPhases

noncomputable section

/-- The phase factor `exp(i t)` of a real angle `t`. -/
def phase (t : ℝ) : ℂ := Complex.exp (t * Complex.I)
```

Q: And the boundary conditions?

A: They are two hypotheses, each required at every configuration. In the first, `Pi.single j L` is the displacement that moves particle `j` by `L` and leaves the others in place.

```lean
/-- Twisted boundary conditions: moving particle `j` alone by `L` multiplies the
wave function by `exp(i θ j)`. -/
def HasTwists {N : ℕ} {V : Type*} [AddCommGroup V]
    (ψ : (Fin N → V) → ℂ) (L : V) (θ : Fin N → ℝ) : Prop :=
  ∀ j x, ψ (x + Pi.single j L) = phase (θ j) * ψ x

/-- Collective Bloch condition: moving all particles together by `a` multiplies the
wave function by `exp(i φ)`. -/
def HasCellPhase {N : ℕ} {V : Type*} [AddCommGroup V]
    (ψ : (Fin N → V) → ℂ) (a : V) (φ : ℝ) : Prop :=
  ∀ x, ψ (x + fun _ => a) = phase φ * ψ x
```

Q: The second looks strong. Does every trial function satisfy it?

A: No. It says that $\psi$ is an eigenfunction of the collective translation by $a$. A Hamiltonian with the primitive-cell periodicity, and interactions that depend only on relative positions, commutes with that translation, so its eigenstates can be chosen this way. The theorem assumes the property and does not derive it.

The next definition, a product of plane waves on the line, serves the converse. Two facts about phases follow it: they multiply when angles add, and they agree exactly when the angles differ by a multiple of $2\pi$. The second comes from the periodicity of the complex exponential, by comparing imaginary parts.

```lean
/-- The product of one-particle plane waves with wave numbers `k j` on the line. -/
def planeWave {N : ℕ} (k : Fin N → ℝ) (x : Fin N → ℝ) : ℂ :=
  phase (∑ j, k j * x j)

/-- Phase factors multiply when their angles add. -/
theorem phase_add (s t : ℝ) : phase (s + t) = phase s * phase t := by
  unfold phase
  rw [← Complex.exp_add]
  congr 1
  push_cast
  ring

/-- Two angles give the same phase factor exactly when they differ by a whole number
of turns. -/
theorem phase_eq_iff {s t : ℝ} :
    phase s = phase t ↔ ∃ m : ℤ, s = t + m * (2 * Real.pi) := by
  unfold phase
  rw [Complex.exp_eq_exp_iff_exists_int]
  constructor
  · rintro ⟨m, h⟩
    refine ⟨m, ?_⟩
    have h' := congrArg Complex.im h
    simpa using h'
  · rintro ⟨m, rfl⟩
    exact ⟨m, by push_cast; ring⟩
```

Q: Where do your two routes appear?

A: As two inductions. The first is on the number of collective shifts, each adding $\phi$ to the angle. The second is on the set of particles already moved, each new particle `i` adding `θ i`.

```lean
section General

variable {N : ℕ} {V : Type*} [AddCommGroup V] {ψ : (Fin N → V) → ℂ}

/-- Moving all particles together by `a`, `n` times in a row, multiplies the wave
function by `exp(i n φ)`. -/
theorem cell_shift_iterate {a : V} {φ : ℝ} (h : HasCellPhase ψ a φ) (n : ℕ)
    (x : Fin N → V) :
    ψ (x + n • (fun _ => a)) = phase (n * φ) * ψ x := by
  induction n with
  | zero => simp [phase]
  | succ n ih =>
    have e : ((n + 1 : ℕ) : ℝ) * φ = φ + n * φ := by push_cast; ring
    rw [succ_nsmul, ← add_assoc, h, ih, e, phase_add, mul_assoc]

/-- Moving each particle of a set `s` by `L` multiplies the wave function by the
phase factor of the sum of their twists. -/
theorem twist_shift_subset {L : V} {θ : Fin N → ℝ} (h : HasTwists ψ L θ)
    (s : Finset (Fin N)) (x : Fin N → V) :
    ψ (x + ∑ j ∈ s, Pi.single j L) = phase (∑ j ∈ s, θ j) * ψ x := by
  induction s using Finset.induction_on with
  | empty => simp [phase]
  | insert i s hi ih =>
    have e : x + (Pi.single i L + ∑ j ∈ s, Pi.single j L)
        = (x + ∑ j ∈ s, Pi.single j L) + Pi.single i L := by abel
    rw [Finset.sum_insert hi, Finset.sum_insert hi, e, h i, ih, phase_add, mul_assoc]
```

Q: And where do they meet?

A: In the main theorem. `Function.ne_iff` supplies a configuration where $\psi$ is nonzero, `e` identifies the sum of all single-particle displacements with the uniform one, and `mul_right_cancel₀` cancels $\psi(x)$. Nodes elsewhere do no harm. Equal twists are a special case.

```lean
/-- For a nonzero wave function with twists `θ j` over the length `n a` and collective
phase `φ` over `a`, one has `exp(i n φ) = exp(i ∑ θ j)`. -/
theorem bloch_phase_relation (hψ : ψ ≠ 0) {a : V} {n : ℕ} {θ : Fin N → ℝ} {φ : ℝ}
    (hθ : HasTwists ψ (n • a) θ) (hφ : HasCellPhase ψ a φ) :
    phase (n * φ) = phase (∑ j, θ j) := by
  obtain ⟨x, hx⟩ := Function.ne_iff.1 hψ
  -- the same displaced configuration, reached in two ways
  have h1 : ψ (x + fun _ => n • a) = phase (n * φ) * ψ x := cell_shift_iterate hφ n x
  have h2 := twist_shift_subset hθ Finset.univ x
  have e : ∑ j : Fin N, (Pi.single j (n • a) : Fin N → V) = fun _ => n • a :=
    Finset.univ_sum_single (fun _ : Fin N => n • a)
  rw [e] at h2
  exact mul_right_cancel₀ hx (h1.symm.trans h2)

/-- For a nonzero wave function whose `N` particles all carry the same twist `θ` over the length `n
a`, and with collective phase `φ` over `a`, one has `exp(i n φ) = exp(i N θ)`. -/
theorem bloch_phase_relation_equal_twists (hψ : ψ ≠ 0) {a : V} {n : ℕ} {θ φ : ℝ}
    (hθ : HasTwists ψ (n • a) (fun _ => θ)) (hφ : HasCellPhase ψ a φ) :
    phase (n * φ) = phase (N * θ) := by
  simpa using bloch_phase_relation hψ hθ hφ
```

Q: Does this fix $\phi$ itself?

A: Only up to $n$ choices modulo $2\pi$, for $n>0$. The relation gives $n\phi=N\theta+2\pi k$ with $k$ an integer. Dividing with remainder, $k=nq+m$ with $0\le m<n$, so

$$\phi=\frac{N\theta+2\pi m}{n}+2\pi q,$$

and the last term does not affect the phase factor. For a total crystal momentum $\hbar\mathbf K$, the collective phase is $\phi=\mathbf K\cdot\mathbf a$ modulo $2\pi$. In twist-averaged Monte Carlo, the formula therefore lists the values of $\mathbf K\cdot\mathbf a$ compatible with a given twist over $n\mathbf a$, provided that the wave function has the collective Bloch symmetry.

```lean
/-- For a nonzero wave function with a common twist `θ` over the length `n a`, where `n > 0`, the
collective phase factor over `a` is `exp(i (N θ + 2 π m) / n)` for some `m` among `0, ..., n - 1`.
-/
theorem allowed_cell_phases (hψ : ψ ≠ 0) {a : V} {n : ℕ} (hn : 0 < n) {θ φ : ℝ}
    (hθ : HasTwists ψ (n • a) (fun _ => θ)) (hφ : HasCellPhase ψ a φ) :
    ∃ m : ℕ, m < n ∧ phase φ = phase ((N * θ + 2 * Real.pi * m) / n) := by
  obtain ⟨k, hk⟩ := phase_eq_iff.1 (bloch_phase_relation_equal_twists hψ hθ hφ)
  have hnZ : (0 : ℤ) < n := by exact_mod_cast hn
  have hnR : (n : ℝ) ≠ 0 := by exact_mod_cast hn.ne'
  -- reduce the integer number of turns modulo n
  obtain ⟨m, hm⟩ := Int.eq_ofNat_of_zero_le (Int.emod_nonneg k hnZ.ne')
  have hlt := Int.emod_lt_of_pos k hnZ
  rw [hm] at hlt
  obtain ⟨q, hq⟩ : ∃ q : ℤ, k = n * q + m :=
    ⟨k / n, by rw [← hm, Int.emod_def]; ring⟩
  have hqR : (k : ℝ) = n * q + m := by exact_mod_cast hq
  refine ⟨m, by exact_mod_cast hlt, phase_eq_iff.2 ⟨q, ?_⟩⟩
  rw [← sub_eq_iff_eq_add, eq_div_iff hnR]
  linear_combination hk + 2 * Real.pi * hqR

end General
```

Q: Could some further constraint on the phases be hiding?

A: Not from these two conditions alone, on the line with $N>0$, $n>0$ and $a\ne0$. Given the relation, write $n\phi=\sum_j\theta_j+2\pi m$, where $m$ is now any integer. Pick integers $c_j$ with sum $m$ and set

$$k_j=\frac{\theta_j+2\pi c_j}{na},\qquad \psi(x)=e^{i\sum_j k_jx_j}.$$

Moving particle $j$ by $na$ gives $e^{i(\theta_j+2\pi c_j)}=e^{i\theta_j}$. Moving all by $a$ gives the angle $a\sum_jk_j=(\sum_j\theta_j+2\pi m)/n=\phi$.

The code puts all $m$ turns on particle 0. `planeWave_shift` computes the effect of a general displacement, and the two final bullets check the two conditions.

Q: Is that a fermionic state?

A: In general it is not: the product is not antisymmetrised, and it contains no correlation between the particles. It shows that the phases are compatible, not that a particular interacting system realises them.

```lean
/-- Displacing the particles by `y` multiplies a product of plane waves by
`exp(i ∑ k j y j)`. -/
theorem planeWave_shift {N : ℕ} (k x y : Fin N → ℝ) :
    planeWave k (x + y) = phase (∑ j, k j * y j) * planeWave k x := by
  unfold planeWave
  rw [← phase_add, ← Finset.sum_add_distrib]
  congr 1
  refine Finset.sum_congr rfl fun j _ => ?_
  rw [Pi.add_apply]
  ring

/-- Conversely, for at least one particle on the line, `a ≠ 0` and `n > 0`, any phases
with `exp(i n φ) = exp(i ∑ θ j)` are those of some nonzero product of plane waves. -/
theorem exists_planeWave_of_phase_relation {N n : ℕ} (hN : 0 < N) (hn : 0 < n)
    {a : ℝ} (ha : a ≠ 0) {θ : Fin N → ℝ} {φ : ℝ}
    (h : phase (n * φ) = phase (∑ j, θ j)) :
    ∃ k : Fin N → ℝ, planeWave k ≠ 0 ∧ HasTwists (planeWave k) (n • a) θ ∧
      HasCellPhase (planeWave k) a φ := by
  obtain ⟨m, hm⟩ := phase_eq_iff.1 h
  have hnR : (n : ℝ) ≠ 0 := by exact_mod_cast hn.ne'
  -- give all m extra turns to the first particle
  obtain ⟨c, hc⟩ : ∃ c : Fin N → ℤ, ∑ j, c j = m :=
    ⟨Pi.single ⟨0, hN⟩ m, by simp [Pi.single_apply]⟩
  have hcR : ∑ j, (c j : ℝ) = m := by exact_mod_cast hc
  refine ⟨fun j => (θ j + c j * (2 * Real.pi)) / (n * a),
    fun h0 => Complex.exp_ne_zero _ (congrFun h0 0), ?_, ?_⟩
  · intro i x
    rw [planeWave_shift]
    congr 1
    refine phase_eq_iff.2 ⟨c i, ?_⟩
    rw [Finset.sum_eq_single i (fun j _ hj => by rw [Pi.single_eq_of_ne hj, mul_zero])
      (fun hi => absurd (Finset.mem_univ i) hi), Pi.single_eq_same, nsmul_eq_mul]
    exact div_mul_cancel₀ _ (mul_ne_zero hnR ha)
  · intro x
    rw [planeWave_shift]
    congr 2
    have e : ∀ j, (θ j + c j * (2 * Real.pi)) / (n * a) * a
        = (θ j + c j * (2 * Real.pi)) / n := fun j => by field_simp
    rw [Finset.sum_congr rfl (fun j _ => e j), ← Finset.sum_div,
      Finset.sum_add_distrib, ← Finset.sum_mul, hcR, ← hm]
    exact mul_div_cancel_left₀ φ hnR

end

end ManyBodyBlochPhases
```

```lean
#print axioms ManyBodyBlochPhases.bloch_phase_relation_equal_twists
#print axioms ManyBodyBlochPhases.allowed_cell_phases
#print axioms ManyBodyBlochPhases.exists_planeWave_of_phase_relation
```

```
'ManyBodyBlochPhases.bloch_phase_relation_equal_twists' depends on axioms: [propext, Classical.choice, Quot.sound]
'ManyBodyBlochPhases.allowed_cell_phases' depends on axioms: [propext, Classical.choice, Quot.sound]
'ManyBodyBlochPhases.exists_planeWave_of_phase_relation' depends on axioms: [propext, Classical.choice, Quot.sound]
```
